# The sign of the average log(|μ|/2t), when nonzero, decides whether the zero mode of a Kitaev chain with t = Δ is normalisable

Take a half-infinite Kitaev chain with site potentials μ_j ≠ 0 and hoppings t_j > 0 equal to the pairing amplitudes Δ_j, where j = 0, 1, 2, …. Let x_j be the amplitudes of a zero-energy Majorana mode with x_0 ≠ 0, and suppose that the running averages of log(|μ_j|/(2t_j)) tend to a real number L. If L < 0, the mode is square summable. If L > 0, it is unbounded. For this non-interacting chain with L ≠ 0, the sign of L therefore tells whether the edge carries a normalisable Majorana mode of the type considered.

In Lean 4 with Mathlib:

```lean
import Mathlib

open Filter Topology

namespace DisorderedKitaevChain

noncomputable section
```

## The zero-energy recursion

Write each site's fermion as two Majorana operators a_j and b_j, which square to 1 and anticommute with each other and with those of other sites. At t_j = Δ_j the Hamiltonian is

H = (i/2) Σ_j b_j (μ_j a_j + 2t_j a_(j+1)).

For Q = Σ_j x_j a_j, the relation [b_j a_k, a_k] = 2b_j gives

[H, Q] = i Σ_j b_j (μ_j x_j + 2t_j x_(j+1)).

This vanishes when every bracket does. The code starts from that condition, with real sequences `μ`, `t` and `x` indexed by `ℕ`; the operators themselves are not formalised.

```lean
/-- The zero-energy condition for the Majorana amplitudes `x` of a half-infinite Kitaev chain with
site potentials `μ j` and bond hoppings `t j` equal to the pairing amplitudes. -/
def IsZeroMode (μ t x : ℕ → ℝ) : Prop :=
  ∀ j, μ j * x j + 2 * t j * x (j + 1) = 0
```

The local log ratio is

ℓ_j = log(|μ_j|/(2t_j)).

```lean
/-- The logarithm of the local ratio of potential to twice the hopping. -/
def logRatio (μ t : ℕ → ℝ) (j : ℕ) : ℝ := Real.log (|μ j| / (2 * t j))
```

Its average over the first n sites, for n ≥ 1, is

m_n = (1/n) Σ_(j<n) ℓ_j.

The hypothesis m_n → L reads `Tendsto (meanLog μ t) atTop (𝓝 L)`. It stands for disorder whose log ratio has a well-defined spatial average. No probability enters: for independent, identically distributed parameters with integrable log ratio, the law of large numbers would supply such an L almost surely, but that step is not formalised here.

```lean
/-- The average of the local log ratios over the first `n` sites. -/
def meanLog (μ t : ℕ → ℝ) (n : ℕ) : ℝ :=
  (n : ℝ)⁻¹ * ∑ j ∈ Finset.range n, logRatio μ t j
```

## Amplitude and Lyapunov exponent

Taking absolute values in the recursion gives

|x_(n+1)| = (|μ_n|/(2t_n)) |x_n| = exp(ℓ_n) |x_n|,

and iteration from the edge gives

|x_n| = |x_0| exp(Σ_(j<n) ℓ_j).

The proof is an induction on n: `hs` is the single step, and `hl` turns the ratio into an exponential, which needs μ_n ≠ 0. The limit theorems below keep this condition. It excludes the textbook case in which all μ_j vanish, but that case needs no average: if μ_j = 0 at some site j, the recursion gives x_k = 0 for every k > j, so the mode is confined to sites 0 to j and is normalisable.

```lean
/-- The modulus of the zero-mode amplitude at site `n` is its edge value times the exponential of
the accumulated log ratios. -/
theorem abs_amplitude {μ t x : ℕ → ℝ} (hμ : ∀ j, μ j ≠ 0) (ht : ∀ j, 0 < t j)
    (hx : IsZeroMode μ t x) (n : ℕ) :
    |x n| = |x 0| * Real.exp (∑ j ∈ Finset.range n, logRatio μ t j) := by
  induction n with
  | zero => simp
  | succ n ih =>
    have h2 : 0 < 2 * t n := by linarith [ht n]
    -- one step of the recursion, in absolute value
    have hs : |x (n + 1)| = |μ n| / (2 * t n) * |x n| := by
      have e : 2 * t n * x (n + 1) = -(μ n * x n) := by linarith [hx n]
      have e' := congrArg abs e
      rw [abs_mul, abs_of_pos h2, abs_neg, abs_mul] at e'
      rw [div_mul_eq_mul_div, eq_div_iff h2.ne']
      linarith
    have hl : Real.exp (logRatio μ t n) = |μ n| / (2 * t n) :=
      Real.exp_log (div_pos (abs_pos.2 (hμ n)) h2)
    rw [hs, ih, Finset.sum_range_succ, Real.exp_add, hl]
    ring
```

For n ≥ 1 the exponent is n m_n.

```lean
/-- The accumulated log ratio is the number of sites times the average. -/
theorem sum_eq_meanLog_mul (μ t : ℕ → ℝ) {n : ℕ} (hn : 0 < n) :
    ∑ j ∈ Finset.range n, logRatio μ t j = meanLog μ t n * n := by
  have h : (n : ℝ) ≠ 0 := by exact_mod_cast hn.ne'
  unfold meanLog
  field_simp
```

Taking logarithms and dividing by n, with x_0 ≠ 0,

log|x_n|/n = log|x_0|/n + m_n → L.

So L is the Lyapunov exponent of the mode. The proof adds the two limits and then identifies the sum with the left-hand side.

```lean
/-- For a zero mode with non-zero edge amplitude, the exponential rate `log |x n| / n` converges to
the limiting average `L` of the log ratios. -/
theorem lyapunov_exponent {μ t x : ℕ → ℝ} {L : ℝ} (hμ : ∀ j, μ j ≠ 0) (ht : ∀ j, 0 < t j)
    (hx : IsZeroMode μ t x) (h0 : x 0 ≠ 0) (hL : Tendsto (meanLog μ t) atTop (𝓝 L)) :
    Tendsto (fun n : ℕ => Real.log |x n| / n) atTop (𝓝 L) := by
  have hinv : Tendsto (fun n : ℕ => ((n : ℝ))⁻¹) atTop (𝓝 0) :=
    tendsto_inv_atTop_zero.comp tendsto_natCast_atTop_atTop
  -- the edge amplitude contributes only at order 1/n
  have h := (hinv.mul_const (Real.log |x 0|)).add hL
  rw [zero_mul, zero_add] at h
  refine h.congr fun n => ?_
  rw [abs_amplitude hμ ht hx n, Real.log_mul (abs_pos.2 h0).ne' (Real.exp_pos _).ne',
    Real.log_exp]
  unfold meanLog
  ring
```

## Decay for L < 0

Since L < L/2, eventually m_n < L/2. Hence

|x_n| ≤ |x_0| exp(nL/2),

x_n² ≤ x_0² exp(L)^n.

The right-hand side is a geometric series with ratio exp(L) < 1, so Σ x_n² converges by comparison. In the code, `hg` is the convergent series and `hb` the amplitude bound; `filter_upwards` restricts attention to large n. The condition x_0 ≠ 0 is not needed here.

```lean
/-- If the average log ratio tends to a negative limit, the zero mode is square summable. -/
theorem summable_of_neg {μ t x : ℕ → ℝ} {L : ℝ} (hμ : ∀ j, μ j ≠ 0) (ht : ∀ j, 0 < t j)
    (hx : IsZeroMode μ t x) (hL : Tendsto (meanLog μ t) atTop (𝓝 L)) (hneg : L < 0) :
    Summable fun n => x n ^ 2 := by
  have hg : Summable fun n : ℕ => |x 0| ^ 2 * Real.exp L ^ n :=
    (summable_geometric_of_lt_one (Real.exp_pos L).le (Real.exp_lt_one_iff.2 hneg)).mul_left _
  refine Summable.of_norm_bounded_eventually_nat hg ?_
  -- far from the edge the average lies below L / 2
  have hc : L < L / 2 := by linarith
  filter_upwards [hL.eventually (gt_mem_nhds hc), eventually_gt_atTop 0] with n hn hn0
  have hb : |x n| ≤ |x 0| * Real.exp (L / 2 * n) := by
    rw [abs_amplitude hμ ht hx n, sum_eq_meanLog_mul μ t hn0]
    gcongr
  rw [Real.norm_eq_abs, abs_pow]
  calc |x n| ^ 2 ≤ (|x 0| * Real.exp (L / 2 * n)) ^ 2 :=
        pow_le_pow_left₀ (abs_nonneg _) hb 2
    _ = |x 0| ^ 2 * Real.exp L ^ n := by
        rw [mul_pow, ← Real.exp_nat_mul, ← Real.exp_nat_mul]
        congr 2
        push_cast
        ring
```

## Growth for L > 0

Now L/2 < L, so eventually m_n > L/2 and

|x_n| ≥ |x_0| exp(nL/2) → ∞.

The code first proves that the lower bound diverges (`hexp`), then compares. This is stronger than unboundedness, since the whole sequence |x_n| tends to infinity.

```lean
/-- If the average log ratio tends to a positive limit, the modulus of a zero mode with non-zero
edge amplitude tends to infinity. -/
theorem tendsto_atTop_of_pos {μ t x : ℕ → ℝ} {L : ℝ} (hμ : ∀ j, μ j ≠ 0) (ht : ∀ j, 0 < t j)
    (hx : IsZeroMode μ t x) (h0 : x 0 ≠ 0) (hL : Tendsto (meanLog μ t) atTop (𝓝 L))
    (hpos : 0 < L) : Tendsto (fun n => |x n|) atTop atTop := by
  have hc : L / 2 < L := by linarith
  have hlin : Tendsto (fun n : ℕ => L / 2 * (n : ℝ)) atTop atTop :=
    tendsto_natCast_atTop_atTop.const_mul_atTop (half_pos hpos)
  have hexp : Tendsto (fun n : ℕ => |x 0| * Real.exp (L / 2 * n)) atTop atTop :=
    (Real.tendsto_exp_atTop.comp hlin).const_mul_atTop (abs_pos.2 h0)
  refine tendsto_atTop_mono' atTop ?_ hexp
  -- far from the edge the average lies above L / 2
  filter_upwards [hL.eventually (lt_mem_nhds hc), eventually_gt_atTop 0] with n hn hn0
  rw [abs_amplitude hμ ht hx n, sum_eq_meanLog_mul μ t hn0]
  gcongr
```

The two cases together give the stated result, with unboundedness written as: for every real C some n has C < |x_n|.

```lean
/-- Disordered Kitaev chain: with `L` the limiting average of `log (|μ j| / (2 t j))`, a zero mode
with non-zero edge amplitude is square summable if `L < 0` and unbounded if `L > 0`. -/
theorem zeroMode_dichotomy {μ t x : ℕ → ℝ} {L : ℝ} (hμ : ∀ j, μ j ≠ 0) (ht : ∀ j, 0 < t j)
    (hx : IsZeroMode μ t x) (h0 : x 0 ≠ 0) (hL : Tendsto (meanLog μ t) atTop (𝓝 L)) :
    (L < 0 → Summable fun n => x n ^ 2) ∧ (0 < L → ∀ C : ℝ, ∃ n, C < |x n|) :=
  ⟨summable_of_neg hμ ht hx hL, fun hpos C =>
    ((tendsto_atTop_of_pos hμ ht hx h0 hL hpos).eventually_gt_atTop C).exists⟩
```

For L ≠ 0 this becomes an equivalence. If x were square summable with L > 0, then x_n² → 0 while |x_n| → ∞; at some n both x_n² < 1 and |x_n| > 1 would hold, a contradiction.

```lean
/-- Away from `L = 0`, a zero mode with non-zero edge amplitude is square summable exactly when
`L` is negative. -/
theorem summable_iff_neg {μ t x : ℕ → ℝ} {L : ℝ} (hμ : ∀ j, μ j ≠ 0) (ht : ∀ j, 0 < t j)
    (hx : IsZeroMode μ t x) (h0 : x 0 ≠ 0) (hL : Tendsto (meanLog μ t) atTop (𝓝 L))
    (hne : L ≠ 0) : (Summable fun n => x n ^ 2) ↔ L < 0 := by
  refine ⟨fun hs => ?_, summable_of_neg hμ ht hx hL⟩
  by_contra hn
  have hpos : 0 < L := lt_of_le_of_ne (not_lt.1 hn) hne.symm
  have h1 := (tendsto_atTop_of_pos hμ ht hx h0 hL hpos).eventually_gt_atTop 1
  have h2 := hs.tendsto_atTop_zero.eventually (gt_mem_nhds one_pos)
  obtain ⟨n, ha, hb⟩ := (h1.and h2).exists
  rw [← sq_abs] at hb
  nlinarith
```

## Both outcomes occur at L = 0

For μ_j = -2 and t_j = 1, every ℓ_j is 0 and x_j = 1 solves the recursion. Its squares do not tend to zero, so their sum diverges.

```lean
/-- The uniform chain with `μ = -2` and `t = 1` has `L = 0`, and its constant zero mode is not
square summable. -/
theorem critical_uniform :
    IsZeroMode (fun _ => -2) (fun _ => 1) (fun _ => 1) ∧
    Tendsto (meanLog (fun _ => -2) (fun _ => 1)) atTop (𝓝 0) ∧
    ¬ Summable (fun _ : ℕ => (1 : ℝ) ^ 2) := by
  refine ⟨fun j => by norm_num, ?_, fun h => ?_⟩
  · have e : meanLog (fun _ => -2) (fun _ => 1) = fun _ => 0 := by
      funext n
      simp [meanLog, logRatio]
    rw [e]
    exact tendsto_const_nhds
  · have h' := h.tendsto_atTop_zero
    simp at h'
```

Now change the potentials to

μ_j = -2(j+1)/(j+2),

keeping t_j = 1.

```lean
/-- Site potentials `-2 (j + 1) / (j + 2)`, which approach `-2` far from the edge. -/
def criticalPotential (j : ℕ) : ℝ := -(2 * ((j : ℝ) + 1) / ((j : ℝ) + 2))
```

The sequence x_j = 1/(j+1) is a zero mode, because

μ_j x_j + 2x_(j+1) = -2/(j+2) + 2/(j+2) = 0.

Here ℓ_j = log(1 - 1/(j+2)) → 0, so the averages also tend to 0; the code obtains this from the Cesàro theorem, `h2.cesaro`. Yet Σ 1/(j+1)² converges, so this mode is normalisable, with algebraic instead of exponential decay.

```lean
/-- The chain with potentials `-2 (j + 1) / (j + 2)` and `t = 1` also has `L = 0`, but its zero
mode `1 / (j + 1)` is square summable. -/
theorem critical_normalisable :
    IsZeroMode criticalPotential (fun _ => 1) (fun j => 1 / ((j : ℝ) + 1)) ∧
    Tendsto (meanLog criticalPotential (fun _ => 1)) atTop (𝓝 0) ∧
    Summable (fun j : ℕ => (1 / ((j : ℝ) + 1)) ^ 2) := by
  have h3 : ∀ j : ℕ, ((j + 1 : ℕ) : ℝ) + 1 = (j : ℝ) + 2 := fun j => by push_cast; ring
  refine ⟨fun j => ?_, ?_, ?_⟩
  · have h1 : (j : ℝ) + 1 ≠ 0 := by positivity
    have h2 : (j : ℝ) + 2 ≠ 0 := by positivity
    show -(2 * ((j : ℝ) + 1) / ((j : ℝ) + 2)) * (1 / ((j : ℝ) + 1))
      + 2 * 1 * (1 / (((j + 1 : ℕ) : ℝ) + 1)) = 0
    rw [h3]
    field_simp
    ring
  · -- the local log ratios tend to zero, hence so do their averages
    have hz : Tendsto (fun j : ℕ => 1 / (((j + 1 : ℕ) : ℝ) + 1)) atTop (𝓝 0) :=
      (tendsto_one_div_add_atTop_nhds_zero_nat (𝕜 := ℝ)).comp (tendsto_add_atTop_nat 1)
    have h1 := (hz.const_sub 1).log (by norm_num)
    rw [sub_zero, Real.log_one] at h1
    have h2 : Tendsto (logRatio criticalPotential (fun _ => 1)) atTop (𝓝 0) := by
      refine h1.congr fun j => ?_
      have hp : 0 < 2 * ((j : ℝ) + 1) / ((j : ℝ) + 2) := by positivity
      have hj : (j : ℝ) + 2 ≠ 0 := by positivity
      unfold logRatio criticalPotential
      rw [abs_neg, abs_of_pos hp, h3]
      congr 1
      field_simp
      ring
    exact h2.cesaro
  · have hs : Summable fun j : ℕ => 1 / ((j + 1 : ℕ) : ℝ) ^ 2 :=
      (summable_nat_add_iff (f := fun n : ℕ => 1 / (n : ℝ) ^ 2) 1).2
        (Real.summable_one_div_nat_pow.2 one_lt_two)
    have e : (fun j : ℕ => (1 / ((j : ℝ) + 1)) ^ 2) = fun j : ℕ => 1 / ((j + 1 : ℕ) : ℝ) ^ 2 := by
      funext j
      rw [div_pow, one_pow, Nat.cast_add, Nat.cast_one]
    rw [e]
    exact hs

end

end DisorderedKitaevChain
```

```lean
#print axioms DisorderedKitaevChain.zeroMode_dichotomy
-- 'DisorderedKitaevChain.zeroMode_dichotomy' depends on axioms: [propext, Classical.choice, Quot.sound]
#print axioms DisorderedKitaevChain.summable_iff_neg
-- 'DisorderedKitaevChain.summable_iff_neg' depends on axioms: [propext, Classical.choice, Quot.sound]
#print axioms DisorderedKitaevChain.critical_uniform
-- 'DisorderedKitaevChain.critical_uniform' depends on axioms: [propext, Classical.choice, Quot.sound]
#print axioms DisorderedKitaevChain.critical_normalisable
-- 'DisorderedKitaevChain.critical_normalisable' depends on axioms: [propext, Classical.choice, Quot.sound]
```
